# A classical electron released at rest in a sinusoidal field stays bounded exactly when it is released at a field extremum

Before its release at time t0 the electron may have been bound to an atom, so the equation of motion is imposed only from t0 on. For position x(t) and velocity v(t), in atomic units, it reads

x′(t) = v(t), v′(t) = −E cos(wt) for t ≥ t0, v(t0) = 0,

where E is the field amplitude and w the angular frequency. The structure `ReleasedElectron` holds these three conditions as `vel`, `newton` and `rest`. Its derivatives are taken within `Ici t0`, the half-line [t0, ∞), so at t0 itself they are one-sided. The starting position x(t0) is free.

The model is one classical electron on a line, in a uniform field of constant amplitude, without the pull of the ion. Within those limits it gives a length scale for the box in real-time simulations of strong-field ionisation.

In Lean 4 with Mathlib:

```lean
import Mathlib

open Real Set

namespace ElectronInLaserField

noncomputable section

/-- An electron with position `x` and velocity `v` (atomic units) obeys `x'' = -E cos (w t)`
from the time `t0` on, and is at rest at `t0`. -/
structure ReleasedElectron (E w t0 : ℝ) (x v : ℝ → ℝ) : Prop where
  vel : ∀ t ≥ t0, HasDerivWithinAt x (v t) (Ici t0) t
  newton : ∀ t ≥ t0, HasDerivWithinAt v (-E * cos (w * t)) (Ici t0) t
  rest : v t0 = 0
```

Integrating the acceleration twice from t0, with x0 for the release position, suggests two candidate functions for w ≠ 0:

V(t) = (E/w)(sin(w t0) − sin(wt))

X(t) = x0 + (E/w) sin(w t0)(t − t0) + (E/w²)(cos(wt) − cos(w t0))

They are `velocity` and `position` in the code.

```lean
/-- The closed form of the velocity, a constant drift plus a quiver term, for `w ≠ 0`. -/
def velocity (E w t0 t : ℝ) : ℝ := E / w * (sin (w * t0) - sin (w * t))

/-- The closed form of the position for release at `x0`, for `w ≠ 0`. -/
def position (E w t0 x0 t : ℝ) : ℝ :=
  x0 + E / w * sin (w * t0) * (t - t0) + E / w ^ 2 * (cos (w * t) - cos (w * t0))
```

The average of a quantity f over the optical cycle that starts at time s is its integral over one period, divided by the period:

⟨f⟩ₛ = (w/2π) ∫ f(t) dt, from t = s to t = s + 2π/w.

```lean
/-- The average of `f` over the optical cycle that starts at time `s`, for `w > 0`. -/
def cycleAverage (w s : ℝ) (f : ℝ → ℝ) : ℝ :=
  w / (2 * π) * ∫ t in s..(s + 2 * π / w), f t
```

## (a) The rate of the phase

Show that the phase advances at a constant rate:

d(wt)/dt = w.

**Solution.** The phase is t multiplied by the constant w, and t has derivative 1. The later parts use this in the chain rule.

```lean
/-- The phase `w t` advances at the rate `w`. -/
theorem hasDerivAt_phase (w t : ℝ) : HasDerivAt (fun s => w * s) w t := by
  simpa using (hasDerivAt_id' t).const_mul w
```

## (b) The acceleration of the candidate

For w ≠ 0, show that

V′(t) = −E cos(wt).

**Solution.** The first term of V is constant. By (a), the second contributes −(E/w) · w cos(wt), and (E/w) · w = E. This cancellation is the equation `e` in the code.

```lean
/-- For `w ≠ 0` the closed form of the velocity has the acceleration `-E cos (w t)`. -/
theorem hasDerivAt_velocity {E w t0 : ℝ} (hw : w ≠ 0) (t : ℝ) :
    HasDerivAt (velocity E w t0) (-E * cos (w * t)) t := by
  have h := ((hasDerivAt_phase w t).sin.const_sub (sin (w * t0))).const_mul (E / w)
  have e : E / w * w = E := div_mul_cancel₀ E hw
  exact h.congr_deriv (by linear_combination (-cos (w * t)) * e)
```

## (c) A motion that satisfies the model

For w ≠ 0, show that X and V describe a released electron. Besides (b), this requires

X′(t) = V(t) and V(t0) = 0.

**Solution.** Differentiating X term by term gives

X′(t) = (E/w) sin(w t0) − (E/w²) · w sin(wt) = V(t).

At t = t0 the two sines in V cancel. These derivatives are two-sided, and `hasDerivWithinAt` restricts them to the half-line. The model therefore has a solution for every release time and release position.

```lean
/-- For `w ≠ 0` the closed forms of position and velocity describe an electron released
at rest at time `t0`. -/
theorem releasedElectron_witness {E w t0 : ℝ} (x0 : ℝ) (hw : w ≠ 0) :
    ReleasedElectron E w t0 (position E w t0 x0) (velocity E w t0) where
  vel t _ := by
    have h2 := (((hasDerivAt_id' t).sub_const t0).const_mul (E / w * sin (w * t0))).const_add x0
    have h3 := ((hasDerivAt_phase w t).cos.sub_const (cos (w * t0))).const_mul (E / w ^ 2)
    have e : E / w ^ 2 * w = E / w := by field_simp
    have h4 : HasDerivAt (position E w t0 x0) (velocity E w t0 t) t :=
      (h2.fun_add h3).congr_deriv (by
        unfold velocity
        linear_combination (-sin (w * t)) * e)
    exact h4.hasDerivWithinAt
  newton t _ := (hasDerivAt_velocity hw t).hasDerivWithinAt
  rest := by simp [velocity]
```

## (d) Equal rates and equal starting values

Let f and g have the same derivative at every time from t0 on, and let f(t0) = g(t0). Show that

f(t) = g(t) for all t ≥ t0.

**Solution.** The difference f − g has derivative zero, so it is constant on [t0, t], and it vanishes at t0. In the code, `constant_of_has_deriv_right_zero` gives the constancy from continuity and a vanishing right derivative.

```lean
/-- Two quantities that agree at `t0` and have the same derivative at every time from `t0` on (at
`t0` itself, the same one-sided derivative) agree at every later time. -/
theorem eq_of_same_rate {f g f' : ℝ → ℝ} {t0 t : ℝ}
    (hf : ∀ s ≥ t0, HasDerivWithinAt f (f' s) (Ici t0) s)
    (hg : ∀ s ≥ t0, HasDerivWithinAt g (f' s) (Ici t0) s)
    (h0 : f t0 = g t0) (ht : t0 ≤ t) : f t = g t := by
  have hd : ∀ s ≥ t0, HasDerivWithinAt (fun s => f s - g s) 0 (Ici t0) s := fun s hs =>
    ((hf s hs).fun_sub (hg s hs)).congr_deriv (sub_self _)
  have h : f t - g t = f t0 - g t0 :=
    constant_of_has_deriv_right_zero (f := fun s => f s - g s) (a := t0) (b := t)
      (fun s hs => (hd s hs.1).continuousWithinAt.mono Icc_subset_Ici_self)
      (fun s hs => (hd s hs.1).mono (Ici_subset_Ici.2 hs.1)) t ⟨ht, le_rfl⟩
  linarith
```

## (e) The motion after release

For w ≠ 0, show that every released electron follows the candidates, with x0 = x(t0):

v(t) = V(t) and x(t) = X(t) for all t ≥ t0.

**Solution.** Apply (d) twice. First, v and V have the same rate −E cos(wt) and both vanish at t0, so they agree. Then x and X have the same rate v = V and both start at x(t0), so they agree too.

```lean
variable {E w t0 : ℝ} {x v : ℝ → ℝ}

/-- For `w ≠ 0` an electron released at rest at `t0` has the closed-form velocity, and the
closed-form position with starting point `x t0`, at all times from `t0` on. -/
theorem motion_eq (h : ReleasedElectron E w t0 x v) (hw : w ≠ 0) {t : ℝ} (ht : t0 ≤ t) :
    v t = velocity E w t0 t ∧ x t = position E w t0 (x t0) t := by
  have hv : ∀ s ≥ t0, v s = velocity E w t0 s := fun s hs =>
    eq_of_same_rate h.newton (releasedElectron_witness 0 hw).newton
      (by simp [h.rest, velocity]) hs
  refine ⟨hv t ht, eq_of_same_rate (f' := v) h.vel (fun s hs => ?_) (by simp [position]) ht⟩
  rw [hv s hs]
  exact (releasedElectron_witness (x t0) hw).vel s hs
```

## (f) The mean kinetic energy

For w > 0 and any s ≥ t0, show that

⟨v²/2⟩ₛ = (E²/(4w²)) (1 + 2 sin²(w t0)).

**Solution.** By (e), the kinetic energy during the cycle is

v²/2 = (E²/(2w²)) (sin²(w t0) − 2 sin(w t0) sin(wt) + sin²(wt)).

An antiderivative is

F(t) = (E²/(2w²)) [(sin²(w t0) + 1/2) t + (2 sin(w t0)/w) cos(wt) − sin(wt) cos(wt)/(2w)].

After one period the trigonometric terms return to their values, and only the linear term grows:

F(s + 2π/w) − F(s) = (E²/(2w²)) (sin²(w t0) + 1/2) · 2π/w.

Multiplying by w/2π gives the target. The part E²/(4w²) is the ponderomotive energy of the quiver motion, and the rest is the kinetic energy of the drift velocity (E/w) sin(w t0).

In the code, `hcongr` replaces v by V under the integral, `hF` verifies the antiderivative, and the last lines evaluate it at the two ends.

```lean
/-- For `w > 0` the kinetic energy averaged over any optical cycle after release is
`E² / (4 w²) * (1 + 2 sin² (w t0))`. -/
theorem cycleAverage_kinetic (h : ReleasedElectron E w t0 x v) (hw : 0 < w) {s : ℝ}
    (hs : t0 ≤ s) : cycleAverage w s (fun t => v t ^ 2 / 2) =
      E ^ 2 / (4 * w ^ 2) * (1 + 2 * sin (w * t0) ^ 2) := by
  have hT : s ≤ s + 2 * π / w := le_add_of_nonneg_right (by positivity)
  have hcongr : ∫ t in s..(s + 2 * π / w), v t ^ 2 / 2 =
      ∫ t in s..(s + 2 * π / w), velocity E w t0 t ^ 2 / 2 := by
    refine intervalIntegral.integral_congr fun t ht => ?_
    rw [uIcc_of_le hT] at ht
    simp only [(motion_eq h hw.ne' (hs.trans ht.1)).1]
  -- an explicit antiderivative of the kinetic energy
  have hF : ∀ t, HasDerivAt (fun t => E ^ 2 / (2 * w ^ 2) * ((sin (w * t0) ^ 2 + 1 / 2) * t
      + 2 * sin (w * t0) / w * cos (w * t) - 1 / (2 * w) * (sin (w * t) * cos (w * t))))
      (velocity E w t0 t ^ 2 / 2) t := fun t => by
    have h1 := hasDerivAt_phase w t
    have h2 := ((((hasDerivAt_id' t).const_mul (sin (w * t0) ^ 2 + 1 / 2)).fun_add
      (h1.cos.const_mul (2 * sin (w * t0) / w))).fun_sub
      ((h1.sin.fun_mul h1.cos).const_mul (1 / (2 * w)))).const_mul (E ^ 2 / (2 * w ^ 2))
    have hi : w⁻¹ * w = 1 := inv_mul_cancel₀ hw.ne'
    refine h2.congr_deriv ?_
    unfold velocity
    linear_combination E ^ 2 / (2 * w ^ 2) * (-2 * sin (w * t0) * sin (w * t)
      - (cos (w * t) ^ 2 - sin (w * t) ^ 2) / 2) * hi
      - E ^ 2 / (4 * w ^ 2) * sin_sq_add_cos_sq (w * t)
  have hc : Continuous fun t => velocity E w t0 t ^ 2 / 2 := by
    unfold velocity
    fun_prop
  have hp : w * (s + 2 * π / w) = w * s + 2 * π := by field_simp
  have hq : w / (2 * π) * (2 * π / w) = 1 := by field_simp
  unfold cycleAverage
  rw [hcongr, intervalIntegral.integral_eq_sub_of_hasDerivAt (fun t _ => hF t)
    (hc.intervalIntegrable _ _)]
  -- the oscillating terms return to their values after one cycle
  simp only [hp, cos_add_two_pi, sin_add_two_pi]
  linear_combination E ^ 2 / (2 * w ^ 2) * (sin (w * t0) ^ 2 + 1 / 2) * hq
```

## (g) The advance in one cycle

For w > 0 and t ≥ t0, show that

x(t + 2π/w) = x(t) + (2πE/w²) sin(w t0).

**Solution.** In X the cosine is unchanged after a period, while the linear term grows by (E/w) sin(w t0) · 2π/w.

```lean
/-- For `w > 0` the electron advances by `2 π E sin (w t0) / w²` in each cycle after release. -/
theorem drift_per_cycle (h : ReleasedElectron E w t0 x v) (hw : 0 < w) {t : ℝ} (ht : t0 ≤ t) :
    x (t + 2 * π / w) = x t + 2 * π * E / w ^ 2 * sin (w * t0) := by
  have hT : t0 ≤ t + 2 * π / w := ht.trans (le_add_of_nonneg_right (by positivity))
  have hp : w * (t + 2 * π / w) = w * t + 2 * π := by field_simp
  rw [(motion_eq h hw.ne' hT).2, (motion_eq h hw.ne' ht).2]
  unfold position
  rw [hp, cos_add_two_pi]
  ring
```

## (h) The positions visited without drift

Let E, w > 0 and sin(w t0) = 0, and write K = E/w² and m = x(t0) − K cos(w t0). Show that

{x(t) : t ≥ t0} = [m − K, m + K].

**Solution.** Without the drift term, (e) reads x(t) = m + K cos(wt), which stays in the interval. Conversely, take y in the interval and set c = (y − m)/K, which lies between −1 and 1. Choose a natural number n ≥ w t0/(2π) and let

t = (arccos c + 2πn)/w.

Then t ≥ t0 and cos(wt) = c, so x(t) = y. The code proves the two inclusions in this order; `x '' Ici t0` is the set of visited positions.

Since cos(w t0) is 1 or −1 here, the electron starts at one end of the interval and swings to one side only.

```lean
/-- For `E, w > 0` and `sin (w t0) = 0` the positions visited after release fill a closed
interval of half-width `E / w²`. -/
theorem trajectory_eq_Icc (h : ReleasedElectron E w t0 x v) (hE : 0 < E) (hw : 0 < w)
    (h0 : sin (w * t0) = 0) : x '' Ici t0 =
      Icc (x t0 - E / w ^ 2 * cos (w * t0) - E / w ^ 2)
        (x t0 - E / w ^ 2 * cos (w * t0) + E / w ^ 2) := by
  have hK : 0 < E / w ^ 2 := by positivity
  have hx : ∀ t ≥ t0, x t = x t0 - E / w ^ 2 * cos (w * t0) + E / w ^ 2 * cos (w * t) :=
    fun t ht => by
      rw [(motion_eq h hw.ne' ht).2, position, h0]
      ring
  ext y
  constructor
  · rintro ⟨t, ht, rfl⟩
    rw [hx t ht]
    constructor <;> nlinarith [neg_one_le_cos (w * t), cos_le_one (w * t)]
  · rintro ⟨hy1, hy2⟩
    -- the phase that reaches `y`, shifted by whole cycles until it lies after release
    obtain ⟨c, hc⟩ : ∃ c, c = (y - (x t0 - E / w ^ 2 * cos (w * t0))) / (E / w ^ 2) := ⟨_, rfl⟩
    have hcK : c * (E / w ^ 2) = y - (x t0 - E / w ^ 2 * cos (w * t0)) := by
      rw [hc, div_mul_cancel₀ _ hK.ne']
    have hc1 : -1 ≤ c := by
      rw [hc, le_div_iff₀ hK]
      linarith
    have hc2 : c ≤ 1 := by
      rw [hc, div_le_iff₀ hK]
      linarith
    obtain ⟨n, hn⟩ := exists_nat_ge (w * t0 / (2 * π))
    rw [div_le_iff₀ (by positivity)] at hn
    have ht : t0 ≤ (arccos c + n * (2 * π)) / w := by
      rw [le_div_iff₀ hw]
      linarith [arccos_nonneg c]
    refine ⟨_, ht, ?_⟩
    rw [hx _ ht, mul_div_cancel₀ _ hw.ne', cos_add_nat_mul_two_pi, cos_arccos hc1 hc2]
    linarith
```

## (i) When the trajectory is bounded

For E, w > 0, show that

the trajectory on [t0, ∞) is bounded ⇔ sin(w t0) = 0,

and that in this case its width is

diam {x(t) : t ≥ t0} = 2E/w².

**Solution.** If sin(w t0) ≠ 0, the advance per cycle d = (2πE/w²) sin(w t0) is not zero. Induction on (g) gives

x(t0 + 2πn/w) = x(t0) + n d.

If all distances between visited positions were at most C, any n > C/|d| would give a contradiction. If sin(w t0) = 0, then (h) gives a closed interval, which is bounded and has width 2K.

The equivalence fails without `rest`. Take E = w = 1, t0 = 0 and x(t) = t + cos t. Newton's equation holds and sin(w t0) = 0, but the initial velocity is 1 and the electron escapes.

```lean
/-- For `E, w > 0` the trajectory after release is bounded if and only if `sin (w t0) = 0`,
and then it spans a width of exactly `2 E / w²`. -/
theorem bounded_iff_and_width (h : ReleasedElectron E w t0 x v) (hE : 0 < E) (hw : 0 < w) :
    (Bornology.IsBounded (x '' Ici t0) ↔ sin (w * t0) = 0) ∧
      (sin (w * t0) = 0 → Metric.diam (x '' Ici t0) = 2 * E / w ^ 2) := by
  have hK : 0 < E / w ^ 2 := by positivity
  refine ⟨⟨fun hb => ?_, fun h0 => ?_⟩, fun h0 => ?_⟩
  · by_contra hS
    obtain ⟨d, hd⟩ : ∃ d, d = 2 * π * E / w ^ 2 * sin (w * t0) := ⟨_, rfl⟩
    have hd0 : 0 < |d| := by
      rw [hd]
      exact abs_pos.2 (mul_ne_zero (by positivity) hS)
    have hle : ∀ n : ℕ, t0 ≤ t0 + n * (2 * π / w) := fun n =>
      le_add_of_nonneg_right (by positivity)
    -- after `n` cycles the electron has drifted by `n d`
    have hn : ∀ n : ℕ, x (t0 + n * (2 * π / w)) = x t0 + n * d := by
      intro n
      induction n with
      | zero => simp
      | succ n ih =>
        have e : t0 + ((n + 1 : ℕ) : ℝ) * (2 * π / w) =
            t0 + n * (2 * π / w) + 2 * π / w := by
          push_cast
          ring
        rw [e, drift_per_cycle h hw (hle n), ih, ← hd]
        push_cast
        ring
    obtain ⟨C, hC⟩ := Metric.isBounded_iff.1 hb
    obtain ⟨n, hnC⟩ := exists_nat_gt (C / |d|)
    rw [div_lt_iff₀ hd0] at hnC
    have h1 := hC (mem_image_of_mem x (hle n)) (mem_image_of_mem x (le_refl t0))
    rw [hn n, Real.dist_eq, add_sub_cancel_left, abs_mul, Nat.abs_cast] at h1
    linarith
  · rw [trajectory_eq_Icc h hE hw h0]
    exact Metric.isBounded_Icc _ _
  · rw [trajectory_eq_Icc h hE hw h0, Real.diam_Icc (by linarith)]
    ring
```

## (j) The smallest box

Let E, w > 0, and let a box [a, b] contain every position x(t) with t ≥ t0. Show that

b − a ≥ 2E/w².

**Solution.** A trajectory inside a box is bounded, so (i) gives sin(w t0) = 0; this need not be assumed. By (h), the box then contains [m − K, m + K], so a ≤ m − K and m + K ≤ b. Subtracting gives the bound.

In a real-time calculation on a fixed grid, the box length along the polarisation axis is set before the propagation starts. For E = 0.05 and w = 0.057 in atomic units, a wavelength of about 800 nm, 2E/w² is about 31 bohr. Releases at positive and negative field extrema swing to opposite sides, so a box that holds both from the same starting point needs about 62 bohr. In this model, electrons released at any other phase leave every finite box.

```lean
/-- For `E, w > 0` a simulation box `[a, b]` that contains the whole trajectory after release
has a width of at least `2 E / w²`. -/
theorem box_width (h : ReleasedElectron E w t0 x v) (hE : 0 < E) (hw : 0 < w) {a b : ℝ}
    (hbox : x '' Ici t0 ⊆ Icc a b) : 2 * E / w ^ 2 ≤ b - a := by
  have hK : 0 < E / w ^ 2 := by positivity
  have h0 := (bounded_iff_and_width h hE hw).1.1 ((Metric.isBounded_Icc a b).subset hbox)
  rw [trajectory_eq_Icc h hE hw h0, Icc_subset_Icc_iff (by linarith)] at hbox
  have e : 2 * E / w ^ 2 = 2 * (E / w ^ 2) := by ring
  linarith [hbox.1, hbox.2]
```

## (k) Boundedness read from the energy

For E, w > 0 and any s ≥ t0, show that

the trajectory on [t0, ∞) is bounded ⇔ ⟨v²/2⟩ₛ = E²/(4w²).

**Solution.** By (f), the mean kinetic energy exceeds E²/(4w²) by (E²/(2w²)) sin²(w t0). As E ≠ 0, this excess vanishes exactly when sin(w t0) = 0, which by (i) is the condition for bounded motion. The code rewrites both sides with these two results and then cancels the factor E²/(4w²), which is nonzero by `hU`.

```lean
/-- For `E, w > 0` the trajectory after release is bounded if and only if the kinetic energy
averaged over a cycle after release equals `E² / (4 w²)`. -/
theorem bounded_iff_kinetic (h : ReleasedElectron E w t0 x v) (hE : 0 < E) (hw : 0 < w)
    {s : ℝ} (hs : t0 ≤ s) : Bornology.IsBounded (x '' Ici t0) ↔
      cycleAverage w s (fun t => v t ^ 2 / 2) = E ^ 2 / (4 * w ^ 2) := by
  rw [(bounded_iff_and_width h hE hw).1, cycleAverage_kinetic h hw hs]
  constructor
  · intro h0
    rw [h0]
    ring
  · intro he
    have hU : E ^ 2 / (4 * w ^ 2) ≠ 0 := by positivity
    have h2 : E ^ 2 / (4 * w ^ 2) * sin (w * t0) ^ 2 = 0 := by linear_combination he / 2
    exact pow_eq_zero_iff two_ne_zero |>.1 ((mul_eq_zero.1 h2).resolve_left hU)

end

end ElectronInLaserField
```

```lean
#print axioms ElectronInLaserField.bounded_iff_and_width
#print axioms ElectronInLaserField.box_width
#print axioms ElectronInLaserField.bounded_iff_kinetic
```

```
'ElectronInLaserField.bounded_iff_and_width' depends on axioms: [propext, Classical.choice, Quot.sound]
'ElectronInLaserField.box_width' depends on axioms: [propext, Classical.choice, Quot.sound]
'ElectronInLaserField.bounded_iff_kinetic' depends on axioms: [propext, Classical.choice, Quot.sound]
```
